# Koopmans' ionization energy for a determinant with frozen orbitals

If each pair interaction in a determinant is split evenly between its two electrons, each occupied orbital is credited with only half of its interaction with the others, and a frozen-orbital ionization energy read off from that share is wrong whenever the orbital's total interaction with the others is nonzero. With the orbitals held fixed and an antisymmetrized pair interaction, removing an electron takes away its one-electron energy and the whole of that interaction.

```lean
import Mathlib

open Matrix

namespace KoopmansIonization

noncomputable section

variable {ι n : Type*} [Fintype ι] [DecidableEq ι] [Fintype n] [DecidableEq n]

/-- The canonical anticommutation relations for annihilators `a p`, whose creators are the
conjugate transposes. -/
structure IsCAR (a : ι → Matrix n n ℂ) : Prop where
  anti : ∀ p q, a p * a q + a q * a p = 0
  mixed : ∀ p q, a p * (a q)ᴴ + (a q)ᴴ * a p = if p = q then 1 else 0

/-- A unit determinant with occupied set `O`: no electron can be added to an occupied orbital
or removed from an empty one. -/
structure IsDeterminant (a : ι → Matrix n n ℂ) (O : Finset ι) (Φ : n → ℂ) : Prop where
  norm : star Φ ⬝ᵥ Φ = 1
  occ : ∀ p ∈ O, (a p)ᴴ *ᵥ Φ = 0
  virt : ∀ p, p ∉ O → a p *ᵥ Φ = 0

/-- Antisymmetry of the two-electron integrals in each index pair. -/
structure PairAntisymm (v : ι → ι → ι → ι → ℂ) : Prop where
  left : ∀ p q r s, v p q r s = -v q p r s
  right : ∀ p q r s, v p q r s = -v p q s r

/-- The matrix element `⟨Φ, A Φ⟩`, as a linear function of the operator `A`. -/
def expect (Φ : n → ℂ) : Matrix n n ℂ →ₗ[ℂ] ℂ where
  toFun A := star Φ ⬝ᵥ A *ᵥ Φ
  map_add' A B := by rw [Matrix.add_mulVec, dotProduct_add]
  map_smul' c A := by simp [Matrix.smul_mulVec]

/-- The Hamiltonian `Σ h_pq a_p†a_q + ¼ Σ v_pqrs a_p†a_q†a_s a_r`. -/
def hamiltonian (a : ι → Matrix n n ℂ) (h : ι → ι → ℂ) (v : ι → ι → ι → ι → ℂ) :
    Matrix n n ℂ :=
  (∑ p, ∑ q, h p q • ((a p)ᴴ * a q)) +
    (1 / 4 : ℂ) • ∑ p, ∑ q, ∑ r, ∑ s, v p q r s • ((a p)ᴴ * (a q)ᴴ * a s * a r)

/-- The contraction of `a_p†` with `a_q`: one if `p = q` is occupied, zero otherwise. -/
def density (O : Finset ι) (p q : ι) : ℂ := if p = q then (if p ∈ O then 1 else 0) else 0

/-- The energy expression `Σ h_jj + ½ Σ v_jkjk` over the occupied orbitals. -/
def detEnergy (h : ι → ι → ℂ) (v : ι → ι → ι → ι → ℂ) (O : Finset ι) : ℂ :=
  (∑ j ∈ O, h j j) + 1 / 2 * ∑ j ∈ O, ∑ k ∈ O, v j k j k

variable {a : ι → Matrix n n ℂ} {O : Finset ι} {Φ : n → ℂ}
  {h : ι → ι → ℂ} {v : ι → ι → ι → ι → ℂ}

omit [DecidableEq n] in
/-- If `A†` kills `Φ`, then `⟨Φ, A B Φ⟩ = 0` for every operator `B`. -/
theorem expect_mul_eq_zero {A : Matrix n n ℂ} (hA : Aᴴ *ᵥ Φ = 0) (B : Matrix n n ℂ) :
    expect Φ (A * B) = 0 := by
  have h1 := Matrix.star_mulVec Aᴴ Φ
  rw [hA, star_zero, conjTranspose_conjTranspose] at h1
  change star Φ ⬝ᵥ (A * B) *ᵥ Φ = 0
  rw [← Matrix.mulVec_mulVec, Matrix.dotProduct_mulVec, ← h1, zero_dotProduct]

omit [Fintype ι] in
/-- In a unit determinant, `⟨Φ, a_p†a_q Φ⟩` is the contraction of `a_p†` with `a_q`. -/
theorem expect_one_body (hC : IsCAR a) (hD : IsDeterminant a O Φ) (p q : ι) :
    expect Φ ((a p)ᴴ * a q) = density O p q := by
  by_cases hq : q ∈ O
  · -- move the annihilator to the left, where it meets the bra
    have h2 : (a p)ᴴ * a q = (if q = p then 1 else 0) - a q * (a p)ᴴ := by
      rw [← hC.mixed q p]; abel
    have h1 : expect Φ 1 = 1 := by
      change star Φ ⬝ᵥ (1 : Matrix n n ℂ) *ᵥ Φ = 1
      rw [Matrix.one_mulVec]; exact hD.norm
    rw [h2, map_sub, expect_mul_eq_zero (hD.occ q hq), sub_zero]
    by_cases hpq : q = p
    · subst hpq; simp [density, hq, h1]
    · simp [density, hpq, Ne.symm hpq]
  · have h0 : density O p q = 0 := by
      unfold density
      split_ifs with h1 h2
      · exact absurd (h1 ▸ h2) hq
      · rfl
      · rfl
    rw [h0]
    change star Φ ⬝ᵥ ((a p)ᴴ * a q) *ᵥ Φ = 0
    rw [← Matrix.mulVec_mulVec, hD.virt q hq, Matrix.mulVec_zero, dotProduct_zero]

omit [Fintype ι] in
/-- Wick's theorem for a two-body string in a unit determinant: the direct pairing minus the
exchange pairing. -/
theorem expect_two_body (hC : IsCAR a) (hD : IsDeterminant a O Φ) (p q r s : ι) :
    expect Φ ((a p)ᴴ * (a q)ᴴ * a s * a r) =
      density O p r * density O q s - density O q r * density O p s := by
  by_cases hr : r ∈ O
  · have hm : ∀ x, a r * (a x)ᴴ + (a x)ᴴ * a r = density O x r • (1 : Matrix n n ℂ) := by
      intro x
      rw [hC.mixed]
      by_cases hx : r = x
      · subst hx; simp [density, hr]
      · simp [density, hx, Ne.symm hx]
    -- carry `a r` through the string to the far left
    have key : (a p)ᴴ * (a q)ᴴ * a s * a r = density O p r • ((a q)ᴴ * a s)
        - density O q r • ((a p)ᴴ * a s) - a r * ((a p)ᴴ * (a q)ᴴ * a s) := by
      calc (a p)ᴴ * (a q)ᴴ * a s * a r
          = (a p)ᴴ * (a q)ᴴ * (a s * a r + a r * a s)
            - (a p)ᴴ * (a r * (a q)ᴴ + (a q)ᴴ * a r) * a s
            + (a r * (a p)ᴴ + (a p)ᴴ * a r) * (a q)ᴴ * a s
            - a r * ((a p)ᴴ * (a q)ᴴ * a s) := by noncomm_ring
        _ = _ := by
          rw [hC.anti, hm, hm]
          simp only [mul_zero, mul_smul_comm, smul_mul_assoc, mul_one, one_mul]
          abel
    rw [key, map_sub, map_sub, map_smul, map_smul, expect_mul_eq_zero (hD.occ r hr),
      expect_one_body hC hD, expect_one_body hC hD, smul_eq_mul, smul_eq_mul, sub_zero]
  · have h0 : ∀ x, density O x r = 0 := by
      intro x
      unfold density
      split_ifs with h1 h2
      · exact absurd (h1 ▸ h2) hr
      · rfl
      · rfl
    rw [h0, h0, zero_mul, zero_mul, sub_zero]
    change star Φ ⬝ᵥ ((a p)ᴴ * (a q)ᴴ * a s * a r) *ᵥ Φ = 0
    rw [← Matrix.mulVec_mulVec, hD.virt r hr, Matrix.mulVec_zero, dotProduct_zero]

/-- For pair-antisymmetric `v`, the energy of a unit determinant is `Σ h_jj + ½ Σ v_jkjk` over
its occupied orbitals. -/
theorem expect_hamiltonian (hC : IsCAR a) (hD : IsDeterminant a O Φ) (hv : PairAntisymm v) :
    expect Φ (hamiltonian a h v) = detEnergy h v O := by
  have sd : ∀ (f : ι → ℂ) (p : ι),
      ∑ r, f r * density O p r = if p ∈ O then f p else 0 := by
    intro f p; simp [density]
  have hc : ∀ (g : ι → ι → ℂ) (p q : ι), ∑ r, ∑ s, g r s * (density O p r * density O q s)
      = if p ∈ O then (if q ∈ O then g p q else 0) else 0 := by
    intro g p q
    calc _ = ∑ r, (∑ s, g r s * density O q s) * density O p r := by
          refine Finset.sum_congr rfl fun r _ => ?_
          rw [Finset.sum_mul]
          exact Finset.sum_congr rfl fun s _ => by ring
      _ = _ := by simp only [sd]
  -- direct and exchange terms agree by antisymmetry
  have hpq : ∀ p q, ∑ r, ∑ s, v p q r s *
      (density O p r * density O q s - density O q r * density O p s)
      = if p ∈ O then (if q ∈ O then 2 * v p q p q else 0) else 0 := by
    intro p q
    simp only [mul_sub, Finset.sum_sub_distrib, hc]
    rw [hv.right p q q p]
    split_ifs <;> ring
  have hp : ∀ p, (∑ q, if p ∈ O then (if q ∈ O then 2 * v p q p q else 0) else 0)
      = if p ∈ O then ∑ q ∈ O, 2 * v p q p q else 0 := by
    intro p
    by_cases hp : p ∈ O <;> simp [hp, Finset.sum_ite_mem]
  simp only [hamiltonian, map_add, map_smul, map_sum, smul_eq_mul, expect_one_body hC hD,
    expect_two_body hC hD]
  simp only [sd, hpq, hp, Finset.sum_ite_mem, Finset.univ_inter, ← Finset.mul_sum, detEnergy]
  ring

omit [Fintype ι] in
/-- For pair-antisymmetric `v`, occupying one more orbital `i` raises the energy expression by
`h_ii + Σ v_ijij`, summed over the orbitals already occupied. -/
theorem detEnergy_insert (hv : PairAntisymm v) {i : ι} (hi : i ∉ O) :
    detEnergy h v (insert i O) = detEnergy h v O + (h i i + ∑ j ∈ O, v i j i j) := by
  have h0 : v i i i i = 0 := by linear_combination (hv.left i i i i) / 2
  have hs : ∀ j, v j i j i = v i j i j := fun j => by
    rw [hv.left j i j i, hv.right i j j i, neg_neg]
  simp only [detEnergy, Finset.sum_insert hi, Finset.sum_add_distrib, h0, hs]
  ring

omit [Fintype ι] in
/-- Removing an electron from an occupied orbital `i` of a unit determinant leaves a unit
determinant in which `i` is empty. -/
theorem IsDeterminant.remove (hC : IsCAR a) (hD : IsDeterminant a O Φ) {i : ι} (hi : i ∈ O) :
    IsDeterminant a (O.erase i) (a i *ᵥ Φ) := by
  have kill : ∀ A : Matrix n n ℂ, A * a i + a i * A = 0 → A *ᵥ Φ = 0 →
      A *ᵥ (a i *ᵥ Φ) = 0 := by
    intro A h1 h2
    rw [Matrix.mulVec_mulVec, eq_neg_of_add_eq_zero_left h1, Matrix.neg_mulVec,
      ← Matrix.mulVec_mulVec, h2, Matrix.mulVec_zero, neg_zero]
  refine ⟨?_, ?_, ?_⟩
  · rw [Matrix.star_mulVec, ← Matrix.dotProduct_mulVec, Matrix.mulVec_mulVec]
    have h1 := expect_one_body hC hD i i
    simp only [density, hi, if_true] at h1
    exact h1
  · intro p hp
    obtain ⟨hne, hpO⟩ := Finset.mem_erase.mp hp
    refine kill _ ?_ (hD.occ p hpO)
    rw [add_comm, hC.mixed, if_neg (Ne.symm hne)]
  · intro p hp
    by_cases hpi : p = i
    · -- Pauli principle: the same electron cannot be removed twice
      subst hpi
      have h2 : (2 : ℂ) • (a p * a p) = 0 := by rw [two_smul]; exact hC.anti p p
      rw [Matrix.mulVec_mulVec, (smul_eq_zero.mp h2).resolve_left two_ne_zero,
        Matrix.zero_mulVec]
    · exact kill _ (hC.anti p i)
        (hD.virt p fun hpO => hp (Finset.mem_erase.mpr ⟨hpi, hpO⟩))

/-- Koopmans' theorem: for pair-antisymmetric `v`, removing an electron from an occupied orbital
`i` of a unit determinant, all orbitals kept fixed, changes the energy by
`-(h_ii + Σ v_ijij)`, summed over occupied `j`. -/
theorem koopmans (hC : IsCAR a) (hD : IsDeterminant a O Φ) (hv : PairAntisymm v)
    {i : ι} (hi : i ∈ O) :
    expect (a i *ᵥ Φ) (hamiltonian a h v) - expect Φ (hamiltonian a h v) =
      -(h i i + ∑ j ∈ O, v i j i j) := by
  rw [expect_hamiltonian hC (hD.remove hC hi) hv, expect_hamiltonian hC hD hv]
  have e := detEnergy_insert (h := h) (O := O.erase i) hv (i := i) (by simp)
  rw [Finset.insert_erase hi] at e
  have s := Finset.add_sum_erase O (fun j => v i j i j) hi
  -- an electron does not interact with itself
  have h0 : v i i i i = 0 := by linear_combination (hv.left i i i i) / 2
  linear_combination -e - s + h0

/-- For pair-antisymmetric `v`, removing electrons from two different occupied orbitals `i`, `j`
of a unit determinant changes the energy by the two Koopmans terms plus `v_ijij`. -/
theorem koopmans_double (hC : IsCAR a) (hD : IsDeterminant a O Φ) (hv : PairAntisymm v)
    {i j : ι} (hi : i ∈ O) (hj : j ∈ O) (hij : j ≠ i) :
    expect (a j *ᵥ (a i *ᵥ Φ)) (hamiltonian a h v) - expect Φ (hamiltonian a h v) =
      -(h i i + ∑ k ∈ O, v i k i k) - (h j j + ∑ k ∈ O, v j k j k) + v i j i j := by
  have e1 := koopmans (h := h) hC hD hv hi
  have e2 := koopmans (h := h) hC (hD.remove hC hi) hv (Finset.mem_erase.mpr ⟨hij, hj⟩)
  have s := Finset.add_sum_erase O (fun k => v j k j k) hi
  have hs : v j i j i = v i j i j := by rw [hv.left j i j i, hv.right i j j i, neg_neg]
  linear_combination e1 + e2 - s + hs

/-- Jordan–Wigner annihilators of two orbitals, in the basis `|00⟩, |01⟩, |10⟩, |11⟩`. -/
def jordanWigner : Fin 2 → Matrix (Fin 4) (Fin 4) ℂ :=
  ![!![0, 0, 1, 0; 0, 0, 0, 1; 0, 0, 0, 0; 0, 0, 0, 0],
    !![0, 1, 0, 0; 0, 0, 0, 0; 0, 0, 0, -1; 0, 0, 0, 0]]

/-- The two Jordan–Wigner orbitals, the state `|11⟩` with both occupied, and the interaction
`v_pqrs = (p - q)(r - s)` satisfy the anticommutation, determinant and antisymmetry conditions. -/
theorem koopmans_witness :
    IsCAR jordanWigner ∧ IsDeterminant jordanWigner Finset.univ ![0, 0, 0, 1] ∧
      PairAntisymm (fun p q r s : Fin 2 =>
        ((p.val : ℂ) - (q.val : ℂ)) * ((r.val : ℂ) - (s.val : ℂ))) := by
  refine ⟨⟨?_, ?_⟩, ⟨?_, ?_, ?_⟩, ⟨?_, ?_⟩⟩
  · intro p q
    fin_cases p <;> fin_cases q <;> ext i j <;> fin_cases i <;> fin_cases j <;>
      simp [jordanWigner]
  · -- the creators as explicit matrices
    have hd : ∀ p, (jordanWigner p)ᴴ =
        (![!![0, 0, 0, 0; 0, 0, 0, 0; 1, 0, 0, 0; 0, 1, 0, 0],
          !![0, 0, 0, 0; 1, 0, 0, 0; 0, 0, 0, 0; 0, 0, -1, 0]] :
          Fin 2 → Matrix (Fin 4) (Fin 4) ℂ) p := by
      intro p
      fin_cases p <;> ext i j <;> fin_cases i <;> fin_cases j <;>
        simp [jordanWigner, Matrix.conjTranspose_apply]
    intro p q
    rw [hd q]
    fin_cases p <;> fin_cases q <;> ext i j <;> fin_cases i <;> fin_cases j <;>
      simp [jordanWigner]
  · simp [dotProduct, Fin.sum_univ_succ]
  · intro p _
    fin_cases p <;> ext k <;> fin_cases k <;>
      simp [jordanWigner, Matrix.mulVec, dotProduct, Fin.sum_univ_succ]
  · intro p hp
    exact absurd (Finset.mem_univ p) hp
  · intro p q r s
    ring
  · intro p q r s
    ring

end

end KoopmansIonization
```

```lean
#print axioms KoopmansIonization.koopmans_double
```

```
'KoopmansIonization.koopmans_double' depends on axioms: [propext, Classical.choice, Quot.sound]
```

## The energy difference in `koopmans`

Let Φ be a unit determinant with occupied set O, and let a_p and a_p† remove and add an electron in spin orbital p. The Hamiltonian is

H = Σ h_pq a_p†a_q + ¼ Σ v_pqrs a_p†a_q†a_s a_r.

For i in O, `koopmans` states

⟨a_iΦ, H a_iΦ⟩ − ⟨Φ, HΦ⟩ = −ε_i, where ε_i = h_ii + Σ_(j∈O) v_ijij.

The left side is the energy of the ion minus that of the original state, so the ionization energy is −ε_i.

In Lean, `ι` labels the finitely many spin orbitals, while `n` labels basis states of the many-electron space and is not a particle number. `IsCAR` states the anticommutation relations, with creators as conjugate transposes `(a p)ᴴ`. `IsDeterminant` describes Φ by its occupations: it has norm one, no electron can be added to an occupied orbital, and none can be removed from an empty one. `expect Φ A` is ⟨Φ, AΦ⟩.

`PairAntisymm` says that v changes sign when its first two or its last two indices are exchanged. Physically, v_pqrs is the direct Coulomb integral minus the exchange integral, so v_ijij is the familiar J − K. Neither h nor v has to be Hermitian, although physical integrals are.

## Frozen orbitals and real ionization

In electronic structure theory, this formula estimates ionization energies from a single Hartree–Fock calculation, within a finite basis and with the orbitals of the ion left unrelaxed. Φ need not be a Hartree–Fock solution here. Calling ε_i an orbital energy, as Koopmans' theorem usually does, additionally requires canonical orbitals, which diagonalize the Fock matrix. Taking −ε_i as an estimate of a measured ionization energy neglects, among other things, orbital relaxation and the change in correlation energy.

## From contractions to the determinant energy

Write ⟨A⟩ for ⟨Φ, AΦ⟩, and let D_pq be 1 if p = q is occupied and 0 otherwise; this is `density`. A product with a_q on the far left, q occupied, has zero expectation value, because ⟨a_q B⟩ = ⟨a_q†Φ, BΦ⟩ = 0. This is `expect_mul_eq_zero`.

For one body, an empty q gives a_qΦ = 0. For an occupied q,

a_p†a_q = δ_pq − a_q a_p†,

and the last term vanishes. Hence ⟨a_p†a_q⟩ = D_pq, which is `expect_one_body`.

For two bodies, an empty r again gives zero. For an occupied r, carry a_r to the left:

a_p†a_q†a_s a_r = −a_p†a_q†a_r a_s
= −δ_qr a_p†a_s + a_p†a_r a_q†a_s
= δ_pr a_q†a_s − δ_qr a_p†a_s − a_r a_p†a_q†a_s.

The last term vanishes, leaving direct minus exchange:

⟨a_p†a_q†a_s a_r⟩ = D_pr D_qs − D_qr D_ps.

In `expect_two_body`, `noncomm_ring` checks the reordering with the anticommutators left unevaluated, and the anticommutation relations then supply their values. Summing over the integrals and using v_jkkj = −v_jkjk gives `expect_hamiltonian`:

E(O) = Σ_(j∈O) h_jj + ¼ Σ_(j,k∈O) (v_jkjk − v_jkkj)
= Σ_(j∈O) h_jj + ½ Σ_(j,k∈O) v_jkjk.

## Removing one electron, then another

Let R be O without i. `IsDeterminant.remove` shows that a_iΦ is a unit determinant with occupied set R. Its squared norm is ⟨a_i†a_i⟩ = 1. For p in R, a_p†a_iΦ = −a_i a_p†Φ = 0; for p outside O, a_p a_iΦ = −a_i a_pΦ = 0; and a_i a_i = 0 empties orbital i.

The energy formula therefore applies to both states. Separating the terms that contain i,

E(O) − E(R) = h_ii + ½ Σ_(j∈R) (v_ijij + v_jiji) + ½ v_iiii.

Exchanging both index pairs gives v_jiji = v_ijij, and antisymmetry gives v_iiii = 0. The two halves add up to the full interaction, as `detEnergy_insert` records. The sum may then run over all of O, since the extra term is zero, and `linear_combination` assembles the result.

Removing a second electron from j ≠ i repeats the argument with i already empty, so the interaction between the two must not be counted twice. `koopmans_double` gives the total change

−ε_i − ε_j + v_ijij.

Finally, `koopmans_witness` supplies a concrete case: two spin orbitals in the Jordan–Wigner representation, each holding one electron, with v_0101 = 1.
